# A positive-definiteness criterion for the shifted Sternheimer matrix with overlap

Let n label the functions of a finite basis and m the electronic states that are treated explicitly. H is the Hamiltonian matrix and S the overlap matrix, which in ultrasoft and projector augmented-wave methods differs from the identity. The matrix X has one column of basis coefficients per treated state. Xᴴ is its conjugate transpose, and

⟨u, v⟩ = Σ_k u_k* v_k

is the ordinary inner product, written `star u ⬝ᵥ v` in Lean. Vectors are functions such as `n → ℂ`, and `A *ᵥ v` is a matrix acting on a vector. The code opens `ComplexOrder`, in which z < w for complex numbers means that the imaginary parts agree and the real part of z is the smaller. For the forms of Hermitian matrices, which are real, this is the usual comparison.

```lean
import Mathlib

open Matrix
open scoped ComplexOrder

namespace UltrasoftSternheimer

noncomputable section

variable {n m : Type*} [Fintype n] [Fintype m] [DecidableEq m]
```

The treated states solve the generalized eigenvalue problem with real energies E_i and are orthonormal with respect to S:

H X = S X diag(E),  Xᴴ S X = 1.

These two relations, together with H = Hᴴ and S = Sᴴ, are the fields of `TreatedStates`. S is not required to be positive. The orthonormality makes it positive on the span of the treated states, and elsewhere no positivity is asked of it.

```lean
/-- The columns of `X` are `S`-orthonormal solutions of the generalized eigenvalue problem
of the Hermitian pair `H`, `S`, with real energies `E`. -/
structure TreatedStates (H S : Matrix n n ℂ) (X : Matrix n m ℂ) (E : m → ℝ) : Prop where
  hermH : H.IsHermitian
  hermS : S.IsHermitian
  orth : Xᴴ * S * X = 1
  eig : H * X = S * X * diagonal (fun i => (E i : ℂ))
```

Let e be a real reference energy, in practice the energy of the state whose response is sought. The gap condition reads

⟨y, H y⟩ > e ⟨y, S y⟩ for every y ≠ 0 with Xᴴ S y = 0.

When S is positive definite, this says that all the remaining generalized eigenvalues lie above e. For an insulator whose occupied states are the columns of X, the energy gap ensures this at every occupied energy e. It is a hypothesis on the given matrices, and is not derived from a model of the material.

```lean
/-- On nonzero vectors `S`-orthogonal to the columns of `X`, `⟨y, H y⟩` exceeds
`e ⟨y, S y⟩`. -/
def GapAbove (H S : Matrix n n ℂ) (X : Matrix n m ℂ) (e : ℝ) : Prop :=
  ∀ y : n → ℂ, y ≠ 0 → (Xᴴ * S) *ᵥ y = 0 →
    (e : ℂ) * (star y ⬝ᵥ S *ᵥ y) < star y ⬝ᵥ H *ᵥ y
```

With a real shift a, the matrix to be studied is

K = H − e S + a S X Xᴴ S.

The last term acts through the S-overlaps with the treated states, and is meant to lift them above e. In Lean, K is `sternheimer H S X e a`.

```lean
/-- The shifted Sternheimer matrix `H - e S + a S X Xᴴ S`. -/
def sternheimer (H S : Matrix n n ℂ) (X : Matrix n m ℂ) (e a : ℝ) : Matrix n n ℂ :=
  H - (e : ℂ) • S + (a : ℂ) • (S * X * (Xᴴ * S))
```

The energies of the treated states, measured from e and lifted by a, form the diagonal matrix

D = diag(E_i − e + a).

```lean
/-- The diagonal matrix of the shifted energies `E i - e + a`. -/
def shifted (E : m → ℝ) (e a : ℝ) : Matrix m m ℂ :=
  diagonal fun i => ((E i - e + a : ℝ) : ℂ)
```

## Action on the treated states

Since E_i, e and a are real, each diagonal entry of D equals its own conjugate, so Dᴴ = D.

```lean
variable {H S : Matrix n n ℂ} {X : Matrix n m ℂ} {E : m → ℝ}

omit [Fintype m] in
/-- The matrix of shifted energies is Hermitian. -/
theorem shifted_isHermitian (E : m → ℝ) (e a : ℝ) : (shifted E e a).IsHermitian := by
  unfold Matrix.IsHermitian shifted
  rw [diagonal_conjTranspose]
  exact congrArg diagonal (funext fun i => Complex.conj_ofReal _)
```

K is Hermitian as well. H and S are Hermitian, e and a are real, and

(S X Xᴴ S)ᴴ = S X Xᴴ S.

The Lean proof distributes the conjugate transpose over the sum and the products and then uses the two Hermiticity fields.

```lean
/-- The shifted Sternheimer matrix is Hermitian. -/
theorem sternheimer_isHermitian (h : TreatedStates H S X E) (e a : ℝ) :
    (sternheimer H S X e a).IsHermitian := by
  unfold Matrix.IsHermitian sternheimer
  simp only [conjTranspose_add, conjTranspose_sub, conjTranspose_smul, conjTranspose_mul,
    conjTranspose_conjTranspose, h.hermS.eq, h.hermH.eq, Complex.star_def,
    Complex.conj_ofReal, Matrix.mul_assoc]
```

Now let K act on the treated states. Orthonormality gives S X (Xᴴ S X) = S X, and the eigenvalue relation replaces H X:

K X = S X diag(E) − e S X + a S X = S X D.

The adjoint of this equation, with K, S and D Hermitian, is

Xᴴ K = D Xᴴ S.

In the proof, `hP` is the orthonormality step and `hK` the equation for K X, finished entry by entry with `ring`. The last lines take the adjoint.

```lean
/-- Projecting the shifted Sternheimer matrix on the treated states gives their `S`-overlaps,
multiplied by the shifted energies. -/
theorem states_mul_sternheimer (h : TreatedStates H S X E) (e a : ℝ) :
    Xᴴ * sternheimer H S X e a = shifted E e a * (Xᴴ * S) := by
  have hP : S * X * (Xᴴ * S) * X = S * X := by
    rw [Matrix.mul_assoc (S * X), h.orth, Matrix.mul_one]
  -- action on the states from the left, then the adjoint relation
  have hK : sternheimer H S X e a * X = S * X * shifted E e a := by
    unfold sternheimer shifted
    rw [Matrix.add_mul, Matrix.sub_mul, Matrix.smul_mul, Matrix.smul_mul, hP, h.eig]
    ext i j
    simp only [Matrix.add_apply, Matrix.sub_apply, Matrix.smul_apply, Matrix.mul_diagonal,
      smul_eq_mul]
    push_cast
    ring
  have ht := congrArg conjTranspose hK
  rwa [conjTranspose_mul, conjTranspose_mul, conjTranspose_mul,
    (shifted_isHermitian E e a).eq, (sternheimer_isHermitian h e a).eq, h.hermS.eq] at ht
```

On a vector y with Xᴴ S y = 0 the added term vanishes, because its rightmost factor already gives zero:

K y = (H − e S) y + a S X (Xᴴ S y) = (H − e S) y.

This needs neither the eigenvalue relation nor the orthonormality.

```lean
omit [DecidableEq m] in
/-- On vectors `S`-orthogonal to the treated states the shift has no effect. -/
theorem sternheimer_mulVec_of_orth (e a : ℝ) {y : n → ℂ} (hy : (Xᴴ * S) *ᵥ y = 0) :
    sternheimer H S X e a *ᵥ y = (H - (e : ℂ) • S) *ᵥ y := by
  unfold sternheimer
  rw [Matrix.add_mulVec, Matrix.smul_mulVec, ← Matrix.mulVec_mulVec, hy,
    Matrix.mulVec_zero, smul_zero, add_zero]
```

## Separation of the quadratic form

Take v = X c + y with Xᴴ S y = 0, where c is a vector of coefficients on the treated states. For any w, the relation for Xᴴ K gives

⟨X c, K w⟩ = ⟨c, Xᴴ K w⟩ = ⟨c, D Xᴴ S w⟩.

Setting w = X c and using Xᴴ S X = 1 yields ⟨c, D c⟩. Setting w = y yields zero. The other cross term, ⟨y, K X c⟩, is the complex conjugate of that zero because K is Hermitian. What remains is

⟨v, K v⟩ = Σ_i (E_i − e + a) |c_i|² + ⟨y, H y⟩ − e ⟨y, S y⟩.

The general relation is `hX` in the code, and `t1`, `t2` and `t3` are the three evaluations. The final rewrite expands the form of the sum and inserts them.

```lean
/-- The quadratic form of the shifted matrix separates into a part from the treated states
and a part from their `S`-orthogonal complement. -/
theorem form_split (h : TreatedStates H S X E) (e a : ℝ) (c : m → ℂ) {y : n → ℂ}
    (hy : (Xᴴ * S) *ᵥ y = 0) :
    star (X *ᵥ c + y) ⬝ᵥ sternheimer H S X e a *ᵥ (X *ᵥ c + y) =
      star c ⬝ᵥ shifted E e a *ᵥ c +
        (star y ⬝ᵥ H *ᵥ y - (e : ℂ) * (star y ⬝ᵥ S *ᵥ y)) := by
  have hX : ∀ w, star (X *ᵥ c) ⬝ᵥ sternheimer H S X e a *ᵥ w =
      star c ⬝ᵥ shifted E e a *ᵥ ((Xᴴ * S) *ᵥ w) := fun w => by
    rw [Matrix.star_mulVec, ← Matrix.dotProduct_mulVec, Matrix.mulVec_mulVec,
      states_mul_sternheimer h, ← Matrix.mulVec_mulVec]
  have t1 := hX (X *ᵥ c)
  rw [Matrix.mulVec_mulVec c (Xᴴ * S) X, h.orth, Matrix.one_mulVec] at t1
  -- both cross terms vanish by S-orthogonality
  have t2 := hX y
  rw [hy, Matrix.mulVec_zero, dotProduct_zero] at t2
  have t3 : star y ⬝ᵥ sternheimer H S X e a *ᵥ (X *ᵥ c) = 0 := by
    rw [Matrix.star_dotProduct, Matrix.star_mulVec, (sternheimer_isHermitian h e a).eq,
      ← Matrix.dotProduct_mulVec, t2, star_zero]
  rw [Matrix.mulVec_add, star_add, add_dotProduct, dotProduct_add, dotProduct_add, t1, t2, t3,
    sternheimer_mulVec_of_orth e a hy, add_zero, zero_add, Matrix.sub_mulVec,
    Matrix.smul_mulVec, dotProduct_sub, dotProduct_smul, smul_eq_mul]
```

## The shift and the gap decide definiteness

The theorem states that K is positive definite if and only if

a > e − E_i for every i, and the gap condition holds at e.

`PosDef` means that the matrix is Hermitian and its form is positive on every nonzero vector. A diagonal matrix is positive definite exactly when its entries are positive, so the first condition is equivalent to D being positive definite. This is `hD`.

Suppose first that K is positive definite. For c ≠ 0 the vector X c is nonzero, since Xᴴ S X c = c. The separated form at y = 0 then gives

⟨c, D c⟩ = ⟨X c, K X c⟩ > 0,

so D is positive definite. For a nonzero y with Xᴴ S y = 0, the same formula at c = 0 gives

⟨y, H y⟩ − e ⟨y, S y⟩ = ⟨y, K y⟩ > 0,

which is the gap condition.

Conversely, suppose that both conditions hold and let v ≠ 0. Put

c = Xᴴ S v,  y = v − X c.

Then Xᴴ S y = c − c = 0, so the separated form applies. If y ≠ 0, the part from y is positive and the part from c is at least zero. If y = 0, then c ≠ 0 because v ≠ 0, and the part from c is positive. The `by_cases` in the proof makes this distinction.

For density-functional perturbation theory in a finite basis with fixed H and S, this tells when the shifted matrix is positive definite, which is the standard assumption of the conjugate-gradient method. If e runs over the treated energies themselves, any a larger than their total spread meets the first condition for all of them.

```lean
/-- The shifted Sternheimer matrix is positive definite exactly when the shift exceeds every `e - E
i` and `H - e S` is positive definite on the `S`-orthogonal complement of the treated states. -/
theorem sternheimer_posDef_iff (h : TreatedStates H S X E) (e a : ℝ) :
    (sternheimer H S X e a).PosDef ↔ (∀ i, e - E i < a) ∧ GapAbove H S X e := by
  have hD : (shifted E e a).PosDef ↔ ∀ i, e - E i < a := by
    unfold shifted
    rw [Matrix.posDef_diagonal_iff]
    refine forall_congr' fun i => ?_
    rw [Complex.zero_lt_real]
    constructor <;> intro hi <;> linarith
  rw [← hD]
  constructor
  · intro hK
    refine ⟨Matrix.posDef_iff_dotProduct_mulVec.2 ⟨shifted_isHermitian E e a, ?_⟩, ?_⟩
    · intro c hc
      have hne : X *ᵥ c + 0 ≠ 0 := by
        intro h0
        rw [add_zero] at h0
        apply hc
        rw [← Matrix.one_mulVec c, ← h.orth, ← Matrix.mulVec_mulVec, h0, Matrix.mulVec_zero]
      have p := hK.dotProduct_mulVec_pos hne
      rw [form_split h e a c (Matrix.mulVec_zero _)] at p
      simpa only [Matrix.mulVec_zero, dotProduct_zero, mul_zero, sub_zero, add_zero] using p
    · intro y hy0 hy
      have p := hK.dotProduct_mulVec_pos hy0
      have q := form_split h e a 0 hy
      simp only [Matrix.mulVec_zero, zero_add, dotProduct_zero] at q
      rw [q] at p
      exact sub_pos.1 p
  · rintro ⟨hd, gap⟩
    refine Matrix.posDef_iff_dotProduct_mulVec.2 ⟨sternheimer_isHermitian h e a, ?_⟩
    intro v hv
    -- split v into treated states and an S-orthogonal remainder
    obtain ⟨c, hc⟩ : ∃ c, c = (Xᴴ * S) *ᵥ v := ⟨_, rfl⟩
    obtain ⟨y, hyv⟩ : ∃ y, y = v - X *ᵥ c := ⟨_, rfl⟩
    have hy : (Xᴴ * S) *ᵥ y = 0 := by
      rw [hyv, Matrix.mulVec_sub, Matrix.mulVec_mulVec, h.orth, Matrix.one_mulVec, ← hc,
        sub_self]
    have hv' : v = X *ᵥ c + y := by
      rw [hyv]
      abel
    rw [hv', form_split h e a c hy]
    by_cases h0 : y = 0
    · have hc0 : c ≠ 0 := by
        intro hc0
        apply hv
        rw [hv', h0, hc0, Matrix.mulVec_zero, add_zero]
      simpa only [h0, Matrix.mulVec_zero, dotProduct_zero, mul_zero, sub_zero, add_zero]
        using hd.dotProduct_mulVec_pos hc0
    · exact add_pos_of_nonneg_of_pos (hd.posSemidef.dotProduct_mulVec_nonneg c)
        (sub_pos.2 (gap y h0 hy))
```

## The constrained response equation keeps its solutions

The first-order change of a state is governed by a linear equation with matrix H − e S. Let ψ be a treated state of energy e, and let δH and δS be given first-order changes of the two matrices. The part y of δψ that is S-orthogonal to the treated states has the right-hand side

r = −(1 − S X Xᴴ)(δH − e δS) ψ.

It satisfies Xᴴ r = 0, because Xᴴ S X = 1. The theorem below takes any r with this property and leaves its origin open; in particular, the self-consistent determination of δH is not part of it.

Assume a ≠ e − E_i for every i. If K y = r, multiplication by Xᴴ gives

0 = Xᴴ r = Xᴴ K y = D Xᴴ S y,

or, component by component,

(E_i − e + a)(Xᴴ S y)_i = 0.

The first factor is nonzero, hence Xᴴ S y = 0. The added term therefore vanishes on y, and (H − e S) y = r. In the other direction, a y that satisfies this equation and the constraint also satisfies K y = r, again because the added term vanishes. Thus

K y = r ⇔ (H − e S) y = r and Xᴴ S y = 0.

The shift changes the matrix that a solver sees and leaves the constrained solutions as they are. The equivalence does not use the gap condition and does not itself say that a solution exists. When K is positive definite it is invertible, and elementary linear algebra then supplies exactly one y.

In the Lean proof, `h0` is the constraint, obtained by cancelling the nonzero factor in each component.

```lean
/-- For a right-hand side orthogonal to the treated states, and a shift `a` different from every `e
- E i`, the shifted equation is equivalent to the unshifted Sternheimer equation with the
`S`-orthogonality constraint. -/
theorem sternheimer_equation_iff (h : TreatedStates H S X E) {e a : ℝ}
    (ha : ∀ i, a ≠ e - E i) {r : n → ℂ} (hr : Xᴴ *ᵥ r = 0) (y : n → ℂ) :
    sternheimer H S X e a *ᵥ y = r ↔
      (H - (e : ℂ) • S) *ᵥ y = r ∧ (Xᴴ * S) *ᵥ y = 0 := by
  constructor
  · intro hy
    have h0 : (Xᴴ * S) *ᵥ y = 0 := by
      rw [← hy, Matrix.mulVec_mulVec, states_mul_sternheimer h, ← Matrix.mulVec_mulVec] at hr
      funext i
      have hi := congrFun hr i
      rw [shifted, Matrix.mulVec_diagonal] at hi
      refine (mul_eq_zero.1 hi).resolve_left fun hz => ha i ?_
      linarith [Complex.ofReal_eq_zero.1 hz]
    exact ⟨by rw [← sternheimer_mulVec_of_orth e a h0, hy], h0⟩
  · rintro ⟨hy, h0⟩
    rw [sternheimer_mulVec_of_orth e a h0, hy]
```

## Two basis functions and one treated state

A small case with non-diagonal overlap can be followed in numbers. Matrices are written row by row, and components are counted from 0:

H = [−1, −1; −1, 1],  S = [1, 1; 1, 2],  X = (1, 0)ᵀ,  E₀ = e = −1.

Here S X = (1, 1)ᵀ, so Xᴴ S X = 1, and H X = (−1, −1)ᵀ = −S X. The state is normalised and has energy −1.

The constraint Xᴴ S y = 0 reads y₀ + y₁ = 0, so y = t (1, −1)ᵀ with t complex. Then

⟨y, H y⟩ = 2|t|²,  ⟨y, S y⟩ = |t|²,

and for t ≠ 0 the gap condition is 2|t|² > −|t|², which is true. The remaining generalized eigenvalue is 2. The Lean proof obtains y₁ = −y₀ from the constraint and compares the real and imaginary parts of the two forms.

```lean
/-- A two-dimensional example with non-diagonal overlap, one treated state of energy `-1`, and
the gap condition at `e = -1`. -/
theorem treatedStates_witness :
    TreatedStates !![-1, -1; -1, 1] !![1, 1; 1, 2] !![1; 0] (fun _ : Fin 1 => -1) ∧
      GapAbove !![-1, -1; -1, 1] !![1, 1; 1, 2] (!![1; 0] : Matrix (Fin 2) (Fin 1) ℂ) (-1) := by
  constructor
  · constructor <;> ext i j <;> fin_cases i <;> fin_cases j <;>
      simp [Matrix.mul_apply, Fin.sum_univ_succ]
  · intro y hy0 hy
    have h0 := congrFun hy 0
    simp [Matrix.mulVec, dotProduct, Matrix.mul_apply, Fin.sum_univ_succ] at h0
    have h1 : y 1 = -y 0 := by linear_combination h0
    have hne : y 0 ≠ 0 := by
      intro hz
      apply hy0
      funext i
      fin_cases i
      · exact hz
      · simp [h1, hz]
    have hp := Complex.normSq_pos.2 hne
    rw [Complex.normSq_apply] at hp
    refine Complex.lt_def.2 ⟨?_, ?_⟩
    · simp [Matrix.mulVec, dotProduct, Fin.sum_univ_succ, h1]
      nlinarith [hp]
    · simp [Matrix.mulVec, dotProduct, Fin.sum_univ_succ, h1]
      ring

end

end UltrasoftSternheimer
```

For these matrices the shifted matrix is

K = H + S + a S X Xᴴ S = [a, a; a, a + 3],

with determinant a(a + 3) − a² = 3a. It is positive definite exactly for a > 0, in agreement with the bound e − E₀ = 0.

Take r = (0, 3)ᵀ, which satisfies Xᴴ r = 0. For a ≠ 0, the first row of K y = r gives y₀ + y₁ = 0, and the second then gives 3y₁ = 3. The solution y = (−1, 1)ᵀ obeys the constraint and does not depend on a.

```lean
#print axioms UltrasoftSternheimer.sternheimer_posDef_iff
#print axioms UltrasoftSternheimer.sternheimer_equation_iff
```

```
'UltrasoftSternheimer.sternheimer_posDef_iff' depends on axioms: [propext, Classical.choice, Quot.sound]
'UltrasoftSternheimer.sternheimer_equation_iff' depends on axioms: [propext, Classical.choice, Quot.sound]
```
